# A rotation of three real orbitals lies outside the Cayley chart exactly when it is a half-turn

A rotation of three real orthonormal orbitals is modelled as a real 3×3 matrix \(R\) with \(R^TR=1\) and \(\det R=1\), and a half-turn is defined by the formula \(2uu^T-1\) with \(u\) a unit vector, not by an angle. The file shows that \(1+R\) is singular precisely for these half-turns, and that they are the only rotations which the Cayley transform of an antisymmetric matrix does not reach.

In Lean 4 with Mathlib:

```lean
import Mathlib

open Matrix

namespace CayleyHalfTurn

noncomputable section

local notation "M3" => Matrix (Fin 3) (Fin 3) ℝ

/-- A proper rotation of three real orbitals: an orthogonal matrix of determinant one. -/
def IsRotation (R : M3) : Prop := Rᵀ * R = 1 ∧ R.det = 1

/-- The matrix `2 u uᵀ - 1`, which for a unit vector `u` is the half-turn about `u`. -/
def halfTurn (u : Fin 3 → ℝ) : M3 := (2 : ℝ) • vecMulVec u u - 1

/-- The Cayley transform `(1 + K) (1 - K)⁻¹` of a generator `K`. -/
def cayley (K : M3) : M3 := (1 + K) * (1 - K)⁻¹

/-- The principal two-by-two minors of a rotation add up to its trace. -/
theorem principal_minors {R : M3} (h : IsRotation R) :
    R 1 1 * R 2 2 - R 1 2 * R 2 1 + (R 0 0 * R 2 2 - R 0 2 * R 2 0)
      + (R 0 0 * R 1 1 - R 0 1 * R 1 0) = R 0 0 + R 1 1 + R 2 2 := by
  -- the adjugate of a rotation is its transpose
  have ha : adjugate R = Rᵀ := by
    calc adjugate R = (Rᵀ * R) * adjugate R := by rw [h.1, one_mul]
      _ = Rᵀ * (R * adjugate R) := by rw [mul_assoc]
      _ = Rᵀ := by rw [mul_adjugate, h.2, one_smul, mul_one]
  have ht : trace (adjugate R) = trace R := by rw [ha, trace_transpose]
  simp [adjugate_fin_three, trace_fin_three] at ht
  linarith

/-- For a rotation `R`, the determinant of `1 + R` is `2 (1 + tr R)`. -/
theorem det_one_add {R : M3} (h : IsRotation R) :
    (1 + R).det = 2 * (1 + R.trace) := by
  have hm := principal_minors h
  have hd := h.2
  rw [det_fin_three] at hd
  simp [det_fin_three, trace_fin_three, one_apply]
  linear_combination hm + hd

/-- Every rotation leaves some unit vector fixed. -/
theorem exists_axis {R : M3} (h : IsRotation R) :
    ∃ u : Fin 3 → ℝ, u ⬝ᵥ u = 1 ∧ R *ᵥ u = u := by
  have hm := principal_minors h
  have hd := h.2
  rw [det_fin_three] at hd
  have h0 : (R - 1).det = 0 := by
    simp [det_fin_three, one_apply]
    linear_combination hd - hm
  obtain ⟨v, hv, hRv⟩ := exists_mulVec_eq_zero_iff.2 h0
  rw [sub_mulVec, one_mulVec, sub_eq_zero] at hRv
  have hnn : 0 ≤ v ⬝ᵥ v := Finset.sum_nonneg fun i _ => mul_self_nonneg (v i)
  have hq : 0 < v ⬝ᵥ v :=
    lt_of_le_of_ne hnn fun h' => hv (dotProduct_self_eq_zero.1 h'.symm)
  -- normalise the fixed vector
  obtain ⟨s, hs0, hs⟩ : ∃ s : ℝ, s ≠ 0 ∧ s * s = v ⬝ᵥ v :=
    ⟨Real.sqrt (v ⬝ᵥ v), (Real.sqrt_pos.2 hq).ne', Real.mul_self_sqrt hnn⟩
  refine ⟨s⁻¹ • v, ?_, ?_⟩
  · rw [smul_dotProduct, dotProduct_smul, ← hs, smul_eq_mul, smul_eq_mul]
    field_simp
  · rw [mulVec_smul, hRv]

/-- If the rotation `R` fixes the unit vector `u`, then `det (1 + R)` is the squared Frobenius
distance between `R` and the half-turn about `u`. -/
theorem det_one_add_eq_dist {R : M3} (h : IsRotation R) {u : Fin 3 → ℝ}
    (hu : u ⬝ᵥ u = 1) (hR : R *ᵥ u = u) :
    (1 + R).det = ∑ i, ∑ j, (R i j - halfTurn u i j) ^ 2 := by
  have hd : ∀ j, R 0 j * R 0 j + R 1 j * R 1 j + R 2 j * R 2 j = 1 := fun j => by
    have := congrFun (congrFun h.1 j) j
    simpa only [mul_apply, transpose_apply, Fin.sum_univ_three, one_apply_eq] using this
  have ha : ∀ i, R i 0 * u 0 + R i 1 * u 1 + R i 2 * u 2 = u i := fun i => by
    have := congrFun hR i
    simpa only [mulVec, dotProduct, Fin.sum_univ_three] using this
  have hq : u 0 * u 0 + u 1 * u 1 + u 2 * u 2 = 1 := by
    simpa only [dotProduct, Fin.sum_univ_three] using hu
  rw [det_one_add h]
  simp [halfTurn, trace_fin_three, Fin.sum_univ_three, vecMulVec_apply, one_apply]
  linear_combination -(hd 0 + hd 1 + hd 2) + 4 * (u 0 * ha 0 + u 1 * ha 1 + u 2 * ha 2)
    - 4 * (u 0 * u 0 + u 1 * u 1 + u 2 * u 2 - 1) * hq

/-- The half-turn about any unit vector is a proper rotation. -/
theorem halfTurn_isRotation {u : Fin 3 → ℝ} (hu : u ⬝ᵥ u = 1) :
    IsRotation (halfTurn u) := by
  have hq : u 0 * u 0 + u 1 * u 1 + u 2 * u 2 = 1 := by
    simpa only [dotProduct, Fin.sum_univ_three] using hu
  -- `u uᵀ` is a symmetric projector
  have hP : vecMulVec u u * vecMulVec u u = vecMulVec u u := by
    ext i j
    simp only [mul_apply, vecMulVec_apply, Fin.sum_univ_three]
    linear_combination u i * u j * hq
  have hT : (vecMulVec u u)ᵀ = vecMulVec u u := by
    ext i j
    simp only [transpose_apply, vecMulVec_apply]
    ring
  constructor
  · rw [halfTurn, transpose_sub, transpose_smul, transpose_one, hT]
    simp only [sub_mul, mul_sub, smul_mul_assoc, mul_smul_comm, hP, one_mul, mul_one]
    module
  · simp [halfTurn, det_fin_three, vecMulVec_apply, one_apply]
    linear_combination 2 * hq

/-- For a rotation `R`, the matrix `1 + R` is singular if and only if `R` is the half-turn
about some unit vector. -/
theorem singular_iff_halfTurn {R : M3} (h : IsRotation R) :
    (1 + R).det = 0 ↔ ∃ u : Fin 3 → ℝ, u ⬝ᵥ u = 1 ∧ R = halfTurn u := by
  constructor
  · intro h0
    obtain ⟨u, hu, hR⟩ := exists_axis h
    have hs := det_one_add_eq_dist h hu hR
    rw [h0] at hs
    refine ⟨u, hu, ?_⟩
    -- a vanishing sum of squares forces every entry to agree
    ext i j
    have h1 := (Finset.sum_eq_zero_iff_of_nonneg (fun i _ => Finset.sum_nonneg
      fun j _ => sq_nonneg (R i j - halfTurn u i j))).1 hs.symm i (Finset.mem_univ i)
    have h2 := (Finset.sum_eq_zero_iff_of_nonneg
      (fun j _ => sq_nonneg (R i j - halfTurn u i j))).1 h1 j (Finset.mem_univ j)
    exact sub_eq_zero.1 ((pow_eq_zero_iff two_ne_zero).1 h2)
  · rintro ⟨u, -, rfl⟩
    have h1 : 1 + halfTurn u = (2 : ℝ) • vecMulVec u u := by
      rw [halfTurn]
      abel
    rw [h1, det_fin_three]
    simp only [Matrix.smul_apply, vecMulVec_apply, smul_eq_mul]
    ring

/-- For an antisymmetric generator `K` the matrix `1 - K` is invertible. -/
theorem det_one_sub_ne_zero {K : M3} (hK : Kᵀ = -K) : (1 - K).det ≠ 0 := by
  have e : ∀ i j, K j i = -K i j := fun i j => congrFun (congrFun hK i) j
  have d : ∀ i, K i i = 0 := fun i => by linarith [e i i]
  have h : (1 - K).det = 1 + K 0 1 ^ 2 + K 0 2 ^ 2 + K 1 2 ^ 2 := by
    simp [det_fin_three, one_apply, e 0 1, e 0 2, e 1 2, d 0, d 1, d 2]
    ring
  rw [h]
  positivity

/-- A rotation is the Cayley transform of some antisymmetric generator if and only if it is
not a half-turn. -/
theorem cayley_chart_iff {R : M3} (h : IsRotation R) :
    (∃ K : M3, Kᵀ = -K ∧ cayley K = R) ↔
      ¬ ∃ u : Fin 3 → ℝ, u ⬝ᵥ u = 1 ∧ R = halfTurn u := by
  constructor
  · rintro ⟨K, hK, hR⟩ hex
    have h0 := (singular_iff_halfTurn h).2 hex
    have hu : IsUnit (1 - K).det := isUnit_iff_ne_zero.2 (det_one_sub_ne_zero hK)
    have h1 : R * (1 - K) = 1 + K := by
      rw [← hR, cayley, mul_assoc, nonsing_inv_mul _ hu, mul_one]
    -- `1 + R` has the inverse `(1 - K) / 2`
    have h2 : (1 + R) * (1 - K) = (2 : ℝ) • (1 : M3) := by
      rw [add_mul, one_mul, h1]
      module
    have h3 := congrArg det h2
    rw [det_mul, h0, zero_mul, det_smul, det_one] at h3
    norm_num [Fintype.card_fin] at h3
  · intro hno
    have hu : IsUnit (1 + R).det :=
      isUnit_iff_ne_zero.2 fun h0 => hno ((singular_iff_halfTurn h).1 h0)
    obtain ⟨B, hAB⟩ : ∃ B : M3, (1 + R) * B = 1 := ⟨_, mul_nonsing_inv _ hu⟩
    have hBt : Bᵀ * (1 + Rᵀ) = 1 := by
      have := congrArg transpose hAB
      rwa [transpose_mul, transpose_add, transpose_one] at this
    have key : (Rᵀ - 1) * (1 + R) = -((1 + Rᵀ) * (R - 1)) := by
      simp only [mul_add, add_mul, mul_sub, sub_mul, h.1, one_mul, mul_one]
      abel
    -- the generator is `(R - 1) (1 + R)⁻¹`
    obtain ⟨K, hK, hc⟩ : ∃ K : M3, Kᵀ = -K ∧ (1 + R) * K = R - 1 := by
      refine ⟨(R - 1) * B, ?_, ?_⟩
      · calc ((R - 1) * B)ᵀ = Bᵀ * (Rᵀ - 1) := by
              rw [transpose_mul, transpose_sub, transpose_one]
          _ = Bᵀ * ((Rᵀ - 1) * (1 + R)) * B := by
              rw [mul_assoc, mul_assoc, hAB, mul_one]
          _ = -((Bᵀ * (1 + Rᵀ)) * ((R - 1) * B)) := by
              rw [key]
              noncomm_ring
          _ = -((R - 1) * B) := by rw [hBt, one_mul]
      · calc (1 + R) * ((R - 1) * B) = (R - 1) * ((1 + R) * B) := by noncomm_ring
          _ = R - 1 := by rw [hAB, mul_one]
    have hRK : R * K = R - 1 - K := by
      rw [← hc]
      noncomm_ring
    have h1 : 1 + K = R * (1 - K) := by
      rw [mul_sub, mul_one, hRK]
      abel
    have hu' : IsUnit (1 - K).det := isUnit_iff_ne_zero.2 (det_one_sub_ne_zero hK)
    refine ⟨K, hK, ?_⟩
    rw [cayley, h1, mul_assoc, mul_nonsing_inv _ hu', mul_one]

end

end CayleyHalfTurn
```

```lean
#print axioms CayleyHalfTurn.halfTurn_isRotation
#print axioms CayleyHalfTurn.cayley_chart_iff
```

```
'CayleyHalfTurn.halfTurn_isRotation' depends on axioms: [propext, Classical.choice, Quot.sound]
'CayleyHalfTurn.cayley_chart_iff' depends on axioms: [propext, Classical.choice, Quot.sound]
```

## Half-turns and antisymmetric generators

`IsRotation R` bundles the two conditions on \(R\). The matrix \(uu^T\) is `vecMulVec u u`, and `u ⬝ᵥ u = 1` says that \(u\) has unit length. Singularity is stated as a vanishing determinant, so `singular_iff_halfTurn` reads: for a rotation \(R\), \(\det(1+R)=0\) if and only if \(R=2uu^T-1\) for some unit vector \(u\).

`cayley_chart_iff` concerns the parametrisation
\[
R=(1+K)(1-K)^{-1},\qquad K^T=-K .
\]
A rotation has such a generator \(K\) if and only if it is not a half-turn. For orbital optimisation with three real orbitals, this means that a single Cayley chart centred at the identity cannot reach every rotation. An example is \(\mathrm{diag}(-1,-1,1)\), which only reverses the signs of two orbitals. The sign of an orbital has no physical meaning, so this matrix gives the same physical orbitals as the identity, which is reached with \(K=0\). A missed rotation is therefore not by itself a missed physical state. Larger or complex orbital spaces are not treated, and no energy function enters.

The determinant condition matters. The reflection \(\mathrm{diag}(1,1,-1)\) is orthogonal and makes \(1+R\) singular, but its determinant is \(-1\), whereas every half-turn has determinant \(1\).

## The determinant as a distance to a half-turn

Since \(R\,\mathrm{adj}(R)=\det(R)\,1=1\), the adjugate of \(R\) is \(R^T\). Taking traces shows that the principal 2×2 minors sum to \(t=\mathrm{tr}\,R\), which is `principal_minors`. Expanding two determinants then gives
\[
\det(1+R)=1+t+t+1=2(1+t),\qquad \det(R-1)=1-t+t-1=0 .
\]
The first is `det_one_add`. The second supplies a nonzero \(v\) with \(Rv=v\), and `exists_axis` divides it by its length to obtain a unit vector \(u\) with \(Ru=u\).

Let \(H=2uu^T-1\) for this axis. Both \(R\) and \(H\) are orthogonal, so each has squared Frobenius norm 3, and \(\mathrm{tr}(R^TH)=2\,u\cdot Ru-t=2-t\). Therefore
\[
\sum_{i,j}(R_{ij}-H_{ij})^2=6-2(2-t)=2(1+t)=\det(1+R).
\]
In `det_one_add_eq_dist`, `linear_combination` checks this identity from the unit columns of \(R\), the equation \(Ru=u\) and the norm of \(u\).

If \(\det(1+R)=0\), the sum of squares vanishes, so every entry of \(R\) equals that of \(H\). The proof of `singular_iff_halfTurn` extracts this by applying the vanishing-sum lemma first to the rows and then to the entries. Conversely, \(1+H=2uu^T\) has rank one and determinant zero.

`halfTurn_isRotation` confirms that the excluded matrices are themselves rotations. With \(P=uu^T\), one has \(P^T=P\) and \(P^2=P\), so \((2P-1)^2=1\), while \(\det(2P-1)=2\,u\cdot u-1=1\).

## Recovering the generator

For antisymmetric \(K\), `det_one_sub_ne_zero` computes
\[
\det(1-K)=1+K_{01}^2+K_{02}^2+K_{12}^2>0,
\]
so the inverse in `cayley` is a true inverse. If \(R\) is the Cayley transform of \(K\), then \(R(1-K)=1+K\), and hence \((1+R)(1-K)=2\cdot 1\). Taking determinants gives \(\det(1+R)\det(1-K)=8\), which rules out a half-turn.

If \(R\) is not a half-turn, \(1+R\) is invertible and one sets \(K=(R-1)(1+R)^{-1}\). Orthogonality gives
\[
(R^T-1)(1+R)=R^T-R=-(1+R^T)(R-1).
\]
Multiplying by \((1+R^T)^{-1}\) on the left and \((1+R)^{-1}\) on the right yields \(K^T=-K\); the `calc` block does this with `B` as the inverse of \(1+R\). Because \(R-1\) and \(1+R\) commute, \((1+R)K=R-1\). This rearranges to \(1+K=R(1-K)\), so the Cayley transform of \(K\) is \(R\).

The approach to the excluded set is visible in the angle \(\theta\) of a rotation: \(t=1+2\cos\theta\) gives \(\det(1+R)=8\cos^2(\theta/2)\), while the generator has spectral norm \(|\tan(\theta/2)|\) and diverges as \(\theta\to\pi\).
